# On-top value 32/(8 + 3rs)² from first-order scattering in Overhauser's screened Coulomb potential

In a uniform electron gas, two electrons of opposite spin can meet at the same point, and their repulsion makes this less likely than it would be for independent particles. Overhauser's model estimates the reduction by a two-body problem: one electron scatters off another that carries a uniform sphere of neutralising charge. The sphere's radius rs is the Wigner–Seitz radius, in bohr. How large is the pair function φ, the wave function of the relative motion, at contact, r = 0? Its square gives the probability density for finding the two electrons at separation r, relative to independent particles.

Write a for this contact value, with φ normalised to 1 at large separation. In an unpolarised gas half of the pairs have opposite spins, and parallel-spin pairs vanish at contact, so the on-top value of the pair distribution, itself normalised to 1 at large separation, is a²/2. On-top values enter density functionals for short-range correlation; the one found here belongs to a zero-energy, two-electron model treated to first order.

In Lean 4 with Mathlib:

```lean
import Mathlib

open Filter Topology Set

noncomputable section

namespace OverhauserOnTop
```

## The screened potential and the pair function

In hartree, the repulsion 1/r minus the potential of a uniformly charged sphere gives

V(r) = 1/r − 3/(2rs) + r²/(2rs³) for r ≤ rs, and V(r) = 0 for r > rs.

In `potential`, both the radius `rs` and the separation `r` are real numbers; the physical domain is rs > 0, r > 0.

```lean
/-- Coulomb repulsion screened by a uniform sphere of radius `rs`, and zero outside the sphere;
the domain is `r > 0`, `rs > 0`. -/
def potential (rs r : ℝ) : ℝ :=
  if r ≤ rs then 1 / r - 3 / (2 * rs) + r ^ 2 / (2 * rs ^ 3) else 0
```

Two electrons have reduced mass 1/2, so in atomic units the kinetic energy of their relative motion is −∇². For a spherical pair function at zero energy, the relative motion therefore obeys φ'' + 2φ'/r = Vφ. To first order, φ on the right is replaced by its contact value a, which is reasonable when φ changes little across the sphere, that is, for small rs. Multiplying by r² turns the left side into a total derivative. Inside the sphere,

(r²φ')' = a(r − 3r²/(2rs) + r⁴/(2rs³)).

Integrating from the origin, with no flux r²φ' there, and dividing by r² gives

φ' = a(1/2 − r/(2rs) + r³/(10rs³)).

A second integration, starting from φ(0) = a, gives

φ = a(1 + r/2 − r²/(4rs) + r⁴/(40rs³)).

The file calls this quartic `core`.

```lean
/-- The quartic pair function inside the sphere, with contact value `a`, for `rs > 0`. -/
def core (a rs r : ℝ) : ℝ := a * (1 + r / 2 - r ^ 2 / (4 * rs) + r ^ 4 / (40 * rs ^ 3))
```

Its slope is a separate function, `coreSlope`.

```lean
/-- The radial slope of the quartic pair function, for `rs > 0`. -/
def coreSlope (a rs r : ℝ) : ℝ := a * (1 / 2 - r / (2 * rs) + r ^ 3 / (10 * rs ^ 3))
```

Matching at the surface will single out the contact value 8/(8 + 3rs), which is named here.

```lean
/-- The contact value `8 / (8 + 3 rs)`, for `8 + 3 rs ≠ 0`. -/
def contact (rs : ℝ) : ℝ := 8 / (8 + 3 * rs)
```

The scattering problem itself presupposes neither the quartic nor this number. `IsScattering rs a φ φ'` says that φ has derivative φ' at every r > 0, that φ' has derivative aV − 2φ'/r there, that φ tends to a as r approaches 0 from above, and that φ tends to 1 at infinity. The same a appears in the equation and in the limit at the origin, which encodes the first-order replacement. That replacement, the potential and the neglect of the pair's relative energy are assumptions of the model.

```lean
/-- `φ`, with slope `φ'`, solves the first-order zero-energy equation `φ'' + 2 φ' / r = a V` for
all `r > 0`, tends to `a` at the origin and to `1` at infinity. -/
structure IsScattering (rs a : ℝ) (φ φ' : ℝ → ℝ) : Prop where
  deriv : ∀ r, 0 < r → HasDerivAt φ (φ' r) r
  eqn : ∀ r, 0 < r → HasDerivAt φ' (a * potential rs r - 2 * φ' r / r) r
  origin : Tendsto φ (𝓝[>] 0) (𝓝 a)
  infinity : Tendsto φ atTop (𝓝 1)
```

## The equation on both sides of the surface

At the surface the inner formula gives

V(rs) = 1/rs − 3/(2rs) + 1/(2rs) = 0,

so V is continuous and vanishes from rs outwards. The proof splits on the definition; the only case needing algebra is r = rs.

```lean
/-- For `rs > 0` the screened potential vanishes at the surface of the sphere and beyond. -/
theorem potential_outside {rs r : ℝ} (hrs : 0 < rs) (h : rs ≤ r) : potential rs r = 0 := by
  unfold potential
  split_ifs with h'
  · rw [le_antisymm h' h]
    field_simp
    ring
  · rfl
```

Inside, differentiating the slope of the quartic gives φ'' = a(−1/(2rs) + 3r²/(10rs³)), while 2φ'/r = a(1/r − 1/rs + r²/(5rs³)). Their sum is aV. The theorem assembles both derivatives from the powers of r, and `field_simp` and `ring` confirm the sum.

```lean
/-- For `0 < r ≤ rs` the quartic pair function, with slope `coreSlope`, solves the first-order
radial equation `φ'' + 2 φ' / r = a V`, where `V` is the screened potential. -/
theorem core_equation (a : ℝ) {rs r : ℝ} (hr : 0 < r) (h : r ≤ rs) :
    HasDerivAt (core a rs) (coreSlope a rs r) r ∧
    HasDerivAt (coreSlope a rs) (a * potential rs r - 2 * coreSlope a rs r / r) r := by
  have hrs : 0 < rs := hr.trans_le h
  have p2 : HasDerivAt (fun x : ℝ => x ^ 2) (2 * r) r := by simpa using hasDerivAt_pow 2 r
  have p3 : HasDerivAt (fun x : ℝ => x ^ 3) (3 * r ^ 2) r := by simpa using hasDerivAt_pow 3 r
  have p4 : HasDerivAt (fun x : ℝ => x ^ 4) (4 * r ^ 3) r := by simpa using hasDerivAt_pow 4 r
  constructor
  · exact ((((((hasDerivAt_id' r).div_const 2).const_add 1).fun_sub
      (p2.div_const (4 * rs))).fun_add (p4.div_const (40 * rs ^ 3))).const_mul a).congr_deriv
      (by unfold coreSlope; ring)
  · exact (((((hasDerivAt_id' r).div_const (2 * rs)).const_sub (1 / 2)).fun_add
      (p3.div_const (10 * rs ^ 3))).const_mul a).congr_deriv
      (by rw [potential, if_pos h, coreSlope]; field_simp; ring)
```

At r = 0 the polynomial equals a, and by continuity it also tends to a there.

```lean
/-- The quartic pair function tends to its contact value `a` at the origin. -/
theorem core_origin (a rs : ℝ) : Tendsto (core a rs) (𝓝[>] 0) (𝓝 a) := by
  have h : Continuous (core a rs) := by
    unfold core
    fun_prop
  have h0 : core a rs 0 = a := by simp [core]
  have t := (h.tendsto 0).mono_left (nhdsWithin_le_nhds (s := Ioi 0))
  rwa [h0] at t
```

## Free solutions of the radial equation

Where the right side vanishes, a solution d satisfies d'' + 2d'/r = 0, so (r²d')' = 0. Hence r²d' = K is constant, and

(d + K/r)' = d' − K/r² = 0,

so d = C − K/r. The theorem states this on any convex set `S` of positive radii. Its auxiliary fact `key` says that a function with zero derivative on `S` is constant there, by the mean value inequality. It is applied first to r²d' and then to d + K/r.

```lean
/-- On an interval of positive radii every solution of the free radial equation
`d'' + 2 d' / r = 0` has the form `C - K / r`. -/
theorem free_radial {S : Set ℝ} (hS : Convex ℝ S) (hpos : ∀ r ∈ S, 0 < r) {d d' : ℝ → ℝ}
    (h1 : ∀ r ∈ S, HasDerivAt d (d' r) r)
    (h2 : ∀ r ∈ S, HasDerivAt d' (-(2 * d' r / r)) r) :
    ∃ C K : ℝ, ∀ r ∈ S, d r = C - K / r ∧ d' r = K / r ^ 2 := by
  rcases S.eq_empty_or_nonempty with rfl | ⟨x, hx⟩
  · exact ⟨0, 0, by simp⟩
  have key : ∀ f : ℝ → ℝ, (∀ r ∈ S, HasDerivAt f 0 r) → ∀ r ∈ S, f r = f x := by
    intro f hf r hr
    have b := hS.norm_image_sub_le_of_norm_hasDerivWithin_le (f' := fun _ => 0) (C := 0)
      (fun z hz => (hf z hz).hasDerivWithinAt) (by simp) hx hr
    simpa [sub_eq_zero] using b
  -- the radial flux r² d' is conserved
  have hK : ∀ r ∈ S, r ^ 2 * d' r = x ^ 2 * d' x := by
    refine key (fun r => r ^ 2 * d' r) (fun z hz => ?_)
    have hz0 := (hpos z hz).ne'
    have p : HasDerivAt (fun y : ℝ => y ^ 2) (2 * z) z := by simpa using hasDerivAt_pow 2 z
    have e : z ^ 2 * (2 * d' z / z) = 2 * z * d' z := by field_simp
    exact (p.fun_mul (h2 z hz)).congr_deriv (by linear_combination -e)
  -- hence d + K / r is constant
  have hC : ∀ r ∈ S, d r + x ^ 2 * d' x * r⁻¹ = d x + x ^ 2 * d' x * x⁻¹ := by
    refine key (fun r => d r + x ^ 2 * d' x * r⁻¹) (fun z hz => ?_)
    have hz0 := (hpos z hz).ne'
    have e : z ^ 2 * (z ^ 2)⁻¹ = 1 := mul_inv_cancel₀ (pow_ne_zero 2 hz0)
    refine ((h1 z hz).fun_add ((hasDerivAt_inv hz0).const_mul (x ^ 2 * d' x))).congr_deriv ?_
    rw [← hK z hz]
    linear_combination (-(d' z)) * e
  refine ⟨d x + x ^ 2 * d' x * x⁻¹, x ^ 2 * d' x, fun r hr => ⟨?_, ?_⟩⟩
  · rw [div_eq_mul_inv]
    linarith [hC r hr]
  · rw [eq_div_iff (pow_ne_zero 2 (hpos r hr).ne')]
    linarith [hK r hr]
```

## Matching value and slope

Outside, the pair function has the form 1 − c/r, with slope c/r². At r = rs the quartic has

value a(1 + rs/2 − rs/4 + rs/40) = a(1 + 11rs/40),

slope a(1/2 − 1/2 + 1/10) = a/10.

Equality of slopes gives c = a rs²/10. Equality of values then reads

a(1 + 11rs/40) = 1 − a rs/10,

so a(1 + 3rs/8) = 1 and a = 8/(8 + 3rs). These steps can be reversed, and `matching` is accordingly an equivalence. In its proof, `e1` and `e2` are the surface value and slope.

```lean
/-- For `rs > 0`, the quartic matches `1 - c / r` in value and slope at `r = rs` exactly when
`a = 8 / (8 + 3 rs)` and `c = a rs² / 10`. -/
theorem matching {rs a c : ℝ} (hrs : 0 < rs) :
    (core a rs rs = 1 - c / rs ∧ coreSlope a rs rs = c / rs ^ 2) ↔
      (a = contact rs ∧ c = a * rs ^ 2 / 10) := by
  have e1 : core a rs rs = a * (1 + 11 * rs / 40) := by
    unfold core
    field_simp
    ring
  have e2 : coreSlope a rs rs = a / 10 := by
    unfold coreSlope
    field_simp
    ring
  have e3 : a * rs ^ 2 / 10 / rs = a * rs / 10 := by field_simp
  have h8 : 8 + 3 * rs ≠ 0 := by positivity
  rw [e1, e2, contact, eq_div_iff (pow_ne_zero 2 hrs.ne'), eq_div_iff h8]
  constructor
  · rintro ⟨h1, h2⟩
    have hc : c = a * rs ^ 2 / 10 := by linarith
    rw [hc, e3] at h1
    exact ⟨by linear_combination 8 * h1, hc⟩
  · rintro ⟨h1, hc⟩
    rw [hc, e3]
    exact ⟨by linear_combination h1 / 8, by ring⟩
```

## A solution for every radius

Let f be differentiable up to a point s and g from s onwards, with equal values and slopes at s. The function equal to f up to s and to g beyond is then differentiable: at s the derivatives from the left and from the right coincide, and away from s only one of the two functions matters. This is `glue`.

```lean
/-- Let `f s = g s` and `f' s = g' s`. If `f` has derivative `f' r` at `r` in case `r ≤ s`, and `g`
has derivative `g' r` at `r` in case `s ≤ r`, then the function equal to `f` up to `s` and to `g`
beyond has derivative `f' r` at `r` if `r ≤ s`, and `g' r` otherwise. -/
theorem glue {f g f' g' : ℝ → ℝ} {s r : ℝ} (hf : r ≤ s → HasDerivAt f (f' r) r)
    (hg : s ≤ r → HasDerivAt g (g' r) r) (h0 : f s = g s) (h1 : f' s = g' s) :
    HasDerivAt (fun x => if x ≤ s then f x else g x) (if r ≤ s then f' r else g' r) r := by
  rcases lt_trichotomy r s with h | h | h
  · rw [if_pos h.le]
    refine (hf h.le).congr_of_eventuallyEq ?_
    filter_upwards [Iio_mem_nhds h] with x hx
    exact if_pos (le_of_lt hx)
  · subst h
    rw [if_pos le_rfl]
    have hl : HasDerivWithinAt (fun x => if x ≤ r then f x else g x) (f' r) (Iic r) r :=
      (hf le_rfl).hasDerivWithinAt.congr (fun x hx => if_pos hx) (if_pos le_rfl)
    have hr : HasDerivWithinAt (fun x => if x ≤ r then f x else g x) (f' r) (Ici r) r := by
      rw [h1]
      refine (hg le_rfl).hasDerivWithinAt.congr (fun x hx => ?_) ((if_pos le_rfl).trans h0)
      split_ifs with h
      · rw [le_antisymm h hx, h0]
      · rfl
    have u := hl.union hr
    rwa [Iic_union_Ici, hasDerivWithinAt_univ] at u
  · rw [if_neg (not_le_of_gt h)]
    refine (hg h.le).congr_of_eventuallyEq ?_
    filter_upwards [Ioi_mem_nhds h] with x hx
    exact if_neg (not_le_of_gt hx)
```

Take a = 8/(8 + 3rs) and c = a rs²/10, and use the quartic up to rs and 1 − c/r beyond. Matching makes φ differentiable at the surface. The slopes join differentiably too, since their derivatives are aV − 2φ'/r on both sides, with V continuous and φ' matched. The proof therefore uses `glue` twice, once for φ and once for φ'. Near the origin the function is the quartic, which tends to a; far away it is 1 − c/r, which tends to 1. The scattering problem thus has a solution for every rs > 0.

```lean
/-- For every `rs > 0` the quartic inside the sphere, continued by `1 - c / r` outside with
`c = a rs² / 10` and `a = 8 / (8 + 3 rs)`, solves the scattering problem. -/
theorem scattering_witness {rs : ℝ} (hrs : 0 < rs) :
    IsScattering rs (contact rs)
      (fun r => if r ≤ rs then core (contact rs) rs r else 1 - contact rs * rs ^ 2 / 10 / r)
      (fun r => if r ≤ rs then coreSlope (contact rs) rs r
        else contact rs * rs ^ 2 / 10 / r ^ 2) := by
  obtain ⟨m0, m1⟩ := (matching (a := contact rs) hrs).2 ⟨rfl, rfl⟩
  set c := contact rs * rs ^ 2 / 10
  refine ⟨fun r hr => ?_, fun r hr => ?_, ?_, ?_⟩
  · refine glue (g := fun r => 1 - c / r) (g' := fun r => c / r ^ 2)
      (fun h => (core_equation _ hr h).1) (fun _ => ?_) m0 m1
    exact (((hasDerivAt_const r c).fun_div (hasDerivAt_id' r) hr.ne').const_sub 1).congr_deriv
      (by ring)
  · have p : HasDerivAt (fun y : ℝ => y ^ 2) (2 * r) r := by simpa using hasDerivAt_pow 2 r
    refine (glue (s := rs) (g := fun r => c / r ^ 2)
      (f' := fun r => contact rs * potential rs r - 2 * coreSlope (contact rs) rs r / r)
      (g' := fun r => contact rs * potential rs r - 2 * (c / r ^ 2) / r)
      (fun h => (core_equation _ hr h).2) (fun h => ?_) m1 (by simp only [m1])).congr_deriv ?_
    · refine ((hasDerivAt_const r c).fun_div p (pow_ne_zero 2 hr.ne')).congr_deriv ?_
      simp only [potential_outside hrs h]
      field_simp
      ring
    · split_ifs <;> rfl
  · refine (core_origin (contact rs) rs).congr' ?_
    filter_upwards [Ioc_mem_nhdsGT hrs] with x hx
    exact (if_pos hx.2).symm
  · have t : Tendsto (fun r : ℝ => c / r) atTop (𝓝 0) := tendsto_const_nhds.div_atTop tendsto_id
    have t1 := t.const_sub 1
    rw [sub_zero] at t1
    refine t1.congr' ?_
    filter_upwards [eventually_gt_atTop rs] with x hx
    exact (if_neg (not_le_of_gt hx)).symm
```

## Every solution has the same on-top value

Now let φ be any solution, with any contact value a. Inside the sphere, φ and the quartic obey the same equation with the same source aV, so their difference is free:

φ − core = C − K/r.

The left side tends to 0 at the origin. Multiplying by r and taking the limit gives K = 0, and then C = 0. So φ is the quartic for 0 < r ≤ rs.

From rs outwards φ is itself free, φ = B − c/r, and the limit at infinity gives B = 1. Both descriptions hold at r = rs, so value and slope match there, and the equivalence above yields a and c. Squaring,

a²/2 = 32/(8 + 3rs)².

`on_top_value` states all of this: the contact value, the on-top value, and the form of φ inside and outside. Its proof obtains the constants `C`, `K`, `B` and `c` from `free_radial` and finishes with `matching`.

```lean
/-- For `rs > 0`, every solution of the scattering problem has contact value
`a = 8 / (8 + 3 rs)` and `a² / 2 = 32 / (8 + 3 rs)²`; it is the quartic inside the sphere and
`1 - c / r` with `c = a rs² / 10` outside. -/
theorem on_top_value {rs a : ℝ} {φ φ' : ℝ → ℝ} (hrs : 0 < rs) (h : IsScattering rs a φ φ') :
    a = 8 / (8 + 3 * rs) ∧ a ^ 2 / 2 = 32 / (8 + 3 * rs) ^ 2 ∧
    (∀ r, 0 < r → r ≤ rs → φ r = core a rs r) ∧
    (∀ r, rs ≤ r → φ r = 1 - a * rs ^ 2 / 10 / r) := by
  -- inside, φ differs from the quartic by a free solution C - K / r
  obtain ⟨C, K, hin⟩ := free_radial (convex_Ioc 0 rs) (fun r hr => hr.1)
    (d := fun r => φ r - core a rs r) (d' := fun r => φ' r - coreSlope a rs r)
    (fun r hr => (h.deriv r hr.1).fun_sub (core_equation a hr.1 hr.2).1)
    (fun r hr => ((h.eqn r hr.1).fun_sub (core_equation a hr.1 hr.2).2).congr_deriv (by ring))
  have hd : Tendsto (fun r => φ r - core a rs r) (𝓝[>] 0) (𝓝 0) := by
    have t := h.origin.sub (core_origin a rs)
    rwa [sub_self] at t
  have hid : Tendsto (fun r : ℝ => r) (𝓝[>] 0) (𝓝 0) := tendsto_id.mono_left nhdsWithin_le_nhds
  -- regularity at the origin removes both constants
  have hK : K = 0 := by
    have t : Tendsto (fun _ : ℝ => (0 : ℝ)) (𝓝[>] 0) (𝓝 (0 * 0 + K - C * 0)) := by
      refine (((hid.mul hd).add_const K).sub (hid.const_mul C)).congr' ?_
      filter_upwards [Ioc_mem_nhdsGT hrs] with r hr
      have e : φ r - core a rs r = C - K / r := (hin r hr).1
      have e' : r * (K / r) = K := mul_div_cancel₀ K hr.1.ne'
      show r * (φ r - core a rs r) + K - C * r = 0
      linear_combination r * e - e'
    linarith [tendsto_nhds_unique t tendsto_const_nhds]
  have hC : C = 0 := by
    refine tendsto_nhds_unique (tendsto_const_nhds (f := 𝓝[>] (0 : ℝ))) (hd.congr' ?_)
    filter_upwards [Ioc_mem_nhdsGT hrs] with r hr
    have e : φ r - core a rs r = C - K / r := (hin r hr).1
    rw [e, hK, zero_div, sub_zero]
  have inside : ∀ r ∈ Ioc 0 rs, φ r = core a rs r ∧ φ' r = coreSlope a rs r := by
    intro r hr
    have e1 : φ r - core a rs r = C - K / r := (hin r hr).1
    have e2 : φ' r - coreSlope a rs r = K / r ^ 2 := (hin r hr).2
    rw [hC, hK, zero_div] at e1
    rw [hK, zero_div] at e2
    exact ⟨by linarith, by linarith⟩
  -- outside, φ is free and tends to 1
  obtain ⟨B, c, hout⟩ := free_radial (convex_Ici rs) (fun r hr => hrs.trans_le hr)
    (fun r hr => h.deriv r (hrs.trans_le hr))
    (fun r hr => (h.eqn r (hrs.trans_le hr)).congr_deriv
      (by rw [potential_outside hrs hr]; ring))
  have hB : B = 1 := by
    have t : Tendsto (fun r : ℝ => c / r) atTop (𝓝 0) := tendsto_const_nhds.div_atTop tendsto_id
    have t1 := t.const_sub B
    rw [sub_zero] at t1
    refine tendsto_nhds_unique t1 (h.infinity.congr' ?_)
    filter_upwards [eventually_ge_atTop rs] with r hr
    exact (hout r hr).1
  subst hB
  -- value and slope agree at the surface
  have i := inside rs ⟨hrs, le_rfl⟩
  have o := hout rs (mem_Ici.2 le_rfl)
  obtain ⟨ha, hc⟩ := (matching hrs).1 ⟨i.1.symm.trans o.1, i.2.symm.trans o.2⟩
  refine ⟨ha, ?_, fun r h0 h1 => (inside r ⟨h0, h1⟩).1, fun r hr => ?_⟩
  · rw [ha, contact, div_pow]
    ring
  · rw [← hc]
    exact (hout r hr).1
```

## The slope at high density

High density means small rs. The formula gives a = 1 at rs = 0, hence the on-top value 1/2 of independent electrons. Its first change follows from

da/drs = −24/(8 + 3rs)², which is −3/8 at rs = 0,

d(a²/2)/drs = a · da/drs = −3/8 at rs = 0.

The derivative is that of the closed formula, which is smooth through rs = 0, although the scattering problem is solved only for rs > 0. It is the slope of the zero-energy model, not the exact slope of the electron gas: typical relative momenta in the gas grow as 1/rs, so the neglected relative energy affects the first-order term too. The proof differentiates the quotient and then the square.

```lean
/-- The on-top value `a² / 2` with `a = 8 / (8 + 3 rs)` has slope `-3/8` in `rs` at `rs = 0`. -/
theorem on_top_slope : HasDerivAt (fun rs => contact rs ^ 2 / 2) (-3 / 8) 0 := by
  have l : HasDerivAt (fun x : ℝ => 8 + 3 * x) (3 * 1) 0 :=
    ((hasDerivAt_id' (0 : ℝ)).const_mul 3).const_add 8
  have h : HasDerivAt contact (-3 / 8) 0 :=
    ((hasDerivAt_const (0 : ℝ) (8 : ℝ)).fun_div l (by norm_num)).congr_deriv (by norm_num)
  exact ((h.fun_pow 2).div_const 2).congr_deriv (by norm_num [contact])

end OverhauserOnTop
```

```lean
#print axioms OverhauserOnTop.on_top_value
-- 'OverhauserOnTop.on_top_value' depends on axioms: [propext, Classical.choice, Quot.sound]
#print axioms OverhauserOnTop.on_top_slope
-- 'OverhauserOnTop.on_top_slope' depends on axioms: [propext, Classical.choice, Quot.sound]
```
